# Plane-wave coefficients of two continuous functions on a ring differ by at most the functions' uniform distance

Let `g` and `f` be continuous complex-valued functions on a ring of circumference `L` > 0, for instance two continuous wave functions of a particle on that ring; neither need be normalised. The lemma says that, for every integer `k`, their `k`-th Fourier coefficients differ in modulus by at most ‖g − f‖, the largest value of |g(t) − f(t)| on the ring. The coefficients are averages over the ring, taken with the Haar measure of total mass one, so no factor of `L` appears in the bound. The proof first shows that the integrands are integrable, then writes the difference of coefficients as a single integral and bounds its integrand pointwise, using the fact that the plane-wave factor has modulus one.

The failing Lean file:

```lean
import Mathlib

open MeasureTheory AddCircle Filter Topology

namespace NormFourierCoeffSubLe

noncomputable section

variable {L : ℝ} [hL : Fact (0 < L)]

/-- Fourier coefficients of two continuous functions differ by at most the uniform distance
of the functions. -/
theorem norm_fourierCoeff_sub_le (g f : C(AddCircle L, ℂ)) (k : ℤ) :
    ‖fourierCoeff g k - fourierCoeff f k‖ ≤ ‖g - f‖ := by
  have hint : ∀ u : C(AddCircle L, ℂ),
      Integrable (fun t => fourier (-k) t • u t) haarAddCircle := by
    intro u
    have hc : Continuous fun t : AddCircle L => fourier (-k) t • u t :=
      (map_continuous _).smul (map_continuous u)
    exact integrableOn_univ.mp (hc.continuousOn.integrableOn_compact isCompact_univ)
  unfold fourierCoeff
  rw [← integral_sub (hint g) (hint f)]
  have hb : ∀ t : AddCircle L, ‖fourier (-k) t • g t - fourier (-k) t • f t‖ ≤ ‖g - f‖ := by
    intro t
    have h1 : ‖(fourier (-k) t : ℂ)‖ = 1 := by
      rw [fourier_apply]
      exact Circle.norm_coe _
    rw [← smul_sub, norm_smul, h1, one_mul]
    exact (g - f).norm_coe_le_norm t
  simpa using norm_integral_le_of_norm_le_const (μ := haarAddCircle) (Eventually.of_forall hb)

end

end NormFourierCoeffSubLe
```

Compiling this gives:

```
Main.lean:19:6: error: Type mismatch
  Continuous.smul (map_continuous ?m.89) (map_continuous u)
has type
  Continuous (⇑?m.89 • ⇑u)
but is expected to have type
  Continuous fun t => (fourier (-k)) t • u t
```

Diagnosis. The error lies in the proof of `hc`, which says that the plane wave times `u` is continuous. `Continuous.smul` is the right lemma, but its first argument was given as `map_continuous _`, which leaves Lean to work out which continuous map is meant. The message shows that map still unknown, as `?m.89`. The lemma's conclusion is about `⇑?m.89 • ⇑u`, a product of whole functions, while the goal has the product written out at each point, `fun t => (fourier (-k)) t • u t`. Lean did not manage to match the two forms and find the missing map at the same time, so it reported a type mismatch.

The diff replaces the underscore with `(fourier (-k) : C(AddCircle L, ℂ))`, which fixes both the map and its type. Nothing is then left to find, and Lean can accept the two forms as equal, since the product of two functions is by definition taken point by point.

Lean accepts the file once it reads:

```diff
@@ -17,5 +17,5 @@
     intro u
     have hc : Continuous fun t : AddCircle L => fourier (-k) t • u t :=
-      (map_continuous _).smul (map_continuous u)
+      (map_continuous (fourier (-k) : C(AddCircle L, ℂ))).smul (map_continuous u)
     exact integrableOn_univ.mp (hc.continuousOn.integrableOn_compact isCompact_univ)
   unfold fourierCoeff
```
